# The norm of n ≥ 1 cycles of alternating orthogonal projection is the (2n−1)th power of the norm of one

A trial vector must satisfy two homogeneous linear constraints, one from each of two fragments of a system. Projecting onto the first constraint space generally spoils the second, so the two projections are alternated. How large can the error still be after a given number of cycles?

Let $P$ and $Q$ be the orthogonal projectors, let one cycle be $PQ$ ($Q$ acts first), and put $c=\|PQ\|$. Then, for every natural $n$,
$$\|(PQ)^{n+1}\| = c^{2n+1}.$$
Counting from $n+1$ leaves out zero cycles. This norm is the worst-case relative error when only the zero vector satisfies both constraints; otherwise $c=1$, and the same law is shown below for the distance from the projector onto the common vectors. The result concerns two fixed linear projectors, so it describes alternating enforcement of linear constraints but not a self-consistent field iteration, whose projectors change with the density.

## A complete space, so that adjoints exist

States live in a complex Hilbert space `H` of any dimension, and operators are bounded maps `H →L[ℂ] H`. Both the derivation and the proof multiply an operator by its adjoint, written `star`. Without completeness, a bounded operator may have no adjoint.

In Lean 4 with Mathlib:

```lean
import Mathlib

open scoped InnerProductSpace

namespace AlternatingProjections

noncomputable section

variable {H : Type*} [NormedAddCommGroup H] [InnerProductSpace ℂ H] [CompleteSpace H]
```

## Self-adjointness: the projections are orthogonal

Self-adjointness makes each projection move a vector to the nearest point of its subspace. It enters through powers. If $A=A^*$, then $\|A^2\|=\|A^*A\|=\|A\|^2$, and repeated squaring gives $\|A^{2^k}\|=\|A\|^{2^k}$. For any other exponent write $2^{m+1}=(m+1)+(r+1)$, so that
$$\|A\|^{m+1}\|A\|^{r+1}=\|A^{2^{m+1}}\|\le\|A^{m+1}\|\,\|A\|^{r+1}.$$
For $A\neq0$, cancelling gives $\|A\|^{m+1}\le\|A^{m+1}\|$; the reverse inequality is submultiplicativity. In the proof, `dbl` is the repeated squaring and `h1` the displayed inequality.

Without self-adjointness the rate fails: for an oblique projector $P$ with $\|P\|>1$ and $Q=1$, two cycles have norm $\|P\|$, not $\|P\|^3$.

```lean
/-- The norm of a positive power of a self-adjoint operator is that power of its norm. -/
theorem norm_pow_selfAdjoint {A : H →L[ℂ] H} (hA : IsSelfAdjoint A) (m : ℕ) :
    ‖A ^ (m + 1)‖ = ‖A‖ ^ (m + 1) := by
  -- repeated squaring settles the exponents `2 ^ k`
  have dbl : ∀ k : ℕ, ‖A ^ (2 ^ k)‖ = ‖A‖ ^ (2 ^ k) := by
    intro k
    induction k with
    | zero => simp
    | succ k ih =>
      have h := CStarRing.norm_star_mul_self (x := A ^ (2 ^ k))
      rw [(hA.pow _).star_eq, ih] at h
      rw [pow_succ (2 : ℕ) k, mul_two, pow_add A, pow_add ‖A‖, h]
  apply le_antisymm (norm_pow_le' A (Nat.succ_pos m))
  rcases eq_or_ne A 0 with rfl | h0
  · simp
  have hpos : 0 < ‖A‖ := norm_pos_iff.mpr h0
  -- any other exponent lies below some `2 ^ k`
  obtain ⟨r, hr⟩ : ∃ r, 2 ^ (m + 1) = (m + 1) + (r + 1) := by
    have hlt : m + 1 < 2 ^ (m + 1) := Nat.lt_two_pow_self
    exact ⟨2 ^ (m + 1) - (m + 1) - 1, by omega⟩
  have h := dbl (m + 1)
  rw [hr, pow_add A (m + 1) (r + 1), pow_add ‖A‖ (m + 1) (r + 1)] at h
  have h1 : ‖A‖ ^ (m + 1) * ‖A‖ ^ (r + 1) ≤ ‖A ^ (m + 1)‖ * ‖A‖ ^ (r + 1) := by
    rw [← h]
    exact (norm_mul_le _ _).trans
      (mul_le_mul_of_nonneg_left (norm_pow_le' A (Nat.succ_pos r)) (norm_nonneg _))
  exact le_of_mul_le_mul_right h1 (pow_pos hpos _)
```

The lemma will be applied to $PQP$, which is self-adjoint.

```lean
/-- For orthogonal projectors `P` and `Q` the operator `P Q P` is self-adjoint. -/
theorem selfAdjoint_sandwich {P Q : H →L[ℂ] H} (hP : IsStarProjection P)
    (hQ : IsStarProjection Q) : IsSelfAdjoint (P * Q * P) := by
  rw [isSelfAdjoint_iff]
  simp only [star_mul, hP.isSelfAdjoint.star_eq, hQ.isSelfAdjoint.star_eq, mul_assoc]
```

## Idempotency: projecting twice changes nothing

`IsStarProjection` combines self-adjointness with $P^2=P$: a constraint already enforced stays enforced. Since $PP=P$, the cycles regroup as $(PQ)^{n+1}=(PQP)^n\,PQ$ (`hpow`). Since $QQ=Q$, we have $PQ\,QP=PQP$ (`hq`), and therefore
$$(PQ)^{n+1}\big((PQ)^{n+1}\big)^*=(PQP)^n\,PQP\,(PQP)^n=(PQP)^{2n+1}.$$

```lean
/-- After `n + 1` cycles, the alternating product times its adjoint is the
power `2 n + 1` of `P Q P`. -/
theorem cycle_mul_adjoint {P Q : H →L[ℂ] H} (hP : IsStarProjection P)
    (hQ : IsStarProjection Q) (n : ℕ) :
    (P * Q) ^ (n + 1) * star ((P * Q) ^ (n + 1)) = (P * Q * P) ^ (2 * n + 1) := by
  have hPP : P * P = P := hP.isIdempotentElem
  have hQQ : Q * Q = Q := hQ.isIdempotentElem
  have key : P * Q * P * (P * Q) = P * Q * (P * Q) := by
    rw [mul_assoc (P * Q) P (P * Q), ← mul_assoc P P Q, hPP]
  have hq : P * Q * (Q * P) = P * Q * P := by
    rw [mul_assoc P Q (Q * P), ← mul_assoc Q Q P, hQQ, mul_assoc]
  -- idempotency lets the cycles be regrouped into powers of `P Q P`
  have hpow : (P * Q) ^ (n + 1) = (P * Q * P) ^ n * (P * Q) := by
    induction n with
    | zero => simp
    | succ n ih =>
      rw [pow_succ (P * Q) (n + 1), ih, pow_succ (P * Q * P) n,
        mul_assoc ((P * Q * P) ^ n) (P * Q * P) (P * Q), key, mul_assoc]
  rw [hpow, star_mul, star_mul, ((selfAdjoint_sandwich hP hQ).pow n).star_eq,
    hP.isSelfAdjoint.star_eq, hQ.isSelfAdjoint.star_eq]
  calc (P * Q * P) ^ n * (P * Q) * (Q * P * (P * Q * P) ^ n)
      = (P * Q * P) ^ n * (P * Q * (Q * P)) * (P * Q * P) ^ n := by
        simp only [mul_assoc]
    _ = (P * Q * P) ^ (2 * n + 1) := by
        rw [hq, ← pow_succ (P * Q * P) n, ← pow_add]
        congr 1
        omega
```

The case $n=0$ gives $\|PQP\|=c^2$ (`hc`). Taking norms in general gives $\|(PQ)^{n+1}\|^2=(c^2)^{2n+1}$, and a square root finishes the derivation.

Without idempotency, take $P=Q=\tfrac12\cdot 1$ on a nonzero space: $c=\tfrac14$, but two cycles have norm $\tfrac1{16}$, not $\tfrac1{64}$.

```lean
/-- Exact rate of alternating projection: `n + 1` cycles have operator norm
`c ^ (2 n + 1)`, where `c` is the norm of a single cycle `P Q`. -/
theorem norm_alternating {P Q : H →L[ℂ] H} (hP : IsStarProjection P)
    (hQ : IsStarProjection Q) (n : ℕ) :
    ‖(P * Q) ^ (n + 1)‖ = ‖P * Q‖ ^ (2 * n + 1) := by
  have hc : ‖P * Q * P‖ = ‖P * Q‖ ^ 2 := by
    have e := cycle_mul_adjoint hP hQ 0
    simp only [zero_add, mul_zero, pow_one] at e
    rw [← e, CStarRing.norm_self_mul_star, pow_two]
  have h : ‖(P * Q) ^ (n + 1)‖ ^ 2 = (‖P * Q‖ ^ (2 * n + 1)) ^ 2 := by
    calc ‖(P * Q) ^ (n + 1)‖ ^ 2
        = ‖(P * Q) ^ (n + 1) * star ((P * Q) ^ (n + 1))‖ := by
          rw [CStarRing.norm_self_mul_star, pow_two]
      _ = (‖P * Q‖ ^ 2) ^ (2 * n + 1) := by
          rw [cycle_mul_adjoint hP hQ, norm_pow_selfAdjoint (selfAdjoint_sandwich hP hQ), hc]
      _ = (‖P * Q‖ ^ (2 * n + 1)) ^ 2 := by
          rw [← pow_mul, ← pow_mul, mul_comm]
  exact (pow_left_inj₀ (norm_nonneg _) (by positivity) two_ne_zero).mp h
```

## A common part that both projectors leave alone

Vectors satisfying both constraints never decay; if a nonzero one exists, $c=1$. The error should then be measured from the projector $G$ onto all common vectors. The law itself needs only $PG=G$ and $QG=G$, which say that every vector in the range of $G$ is a common one.

Taking adjoints gives $GP=G$ and $GQ=G$, so $(P-G)^2=P-G-G+G=P-G$, and likewise for $Q$.

```lean
/-- Removing from a projector `P` a projector `G` onto part of its range leaves an
orthogonal projector, and `G P = G`. -/
theorem remove_common {P G : H →L[ℂ] H} (hP : IsStarProjection P)
    (hG : IsStarProjection G) (h : P * G = G) :
    IsStarProjection (P - G) ∧ G * P = G := by
  have h' : G * P = G := by
    have e := congrArg star h
    rwa [star_mul, hP.isSelfAdjoint.star_eq, hG.isSelfAdjoint.star_eq] at e
  have hPP : P * P = P := hP.isIdempotentElem
  have hGG : G * G = G := hG.isIdempotentElem
  refine ⟨⟨?_, hP.isSelfAdjoint.sub hG.isSelfAdjoint⟩, h'⟩
  change (P - G) * (P - G) = P - G
  rw [sub_mul, mul_sub, mul_sub, hPP, h, h', hGG, sub_self, sub_zero]
```

Similarly $(P-G)(Q-G)=PQ-G$ (`hprod`). Induction gives $(PQ-G)^{n+1}=(PQ)^{n+1}-G$ (`hpow`), because
$$\big((PQ)^{n+1}-G\big)(PQ-G)=(PQ)^{n+2}-G-G+G.$$
The previous theorem now applies to $P-G$ and $Q-G$.

If $P=Q$ and $G$ project onto lines at an angle $0<\theta<\pi/2$, the hypotheses fail and so does the formula: the distance stays $\sin\theta$ after every cycle.

```lean
/-- If `G` projects onto a subspace common to the ranges of `P` and `Q`, the distance of
`n + 1` cycles from `G` is the power `2 n + 1` of the distance of one cycle from `G`. -/
theorem norm_alternating_sub {P Q G : H →L[ℂ] H} (hP : IsStarProjection P)
    (hQ : IsStarProjection Q) (hG : IsStarProjection G)
    (hPG : P * G = G) (hQG : Q * G = G) (n : ℕ) :
    ‖(P * Q) ^ (n + 1) - G‖ = ‖P * Q - G‖ ^ (2 * n + 1) := by
  obtain ⟨hP', hGP⟩ := remove_common hP hG hPG
  obtain ⟨hQ', hGQ⟩ := remove_common hQ hG hQG
  have hGG : G * G = G := hG.isIdempotentElem
  have hprod : (P - G) * (Q - G) = P * Q - G := by
    rw [sub_mul, mul_sub, mul_sub, hPG, hGQ, hGG, sub_self, sub_zero]
  have hk : ∀ k : ℕ, (P * Q) ^ k * G = G := by
    intro k
    induction k with
    | zero => simp
    | succ k ih =>
      rw [pow_succ, mul_assoc ((P * Q) ^ k) (P * Q) G, mul_assoc P Q G, hQG, hPG, ih]
  have hGPQ : G * (P * Q) = G := by rw [← mul_assoc, hGP, hGQ]
  -- the common part splits off from every power
  have hpow : (P * Q - G) ^ (n + 1) = (P * Q) ^ (n + 1) - G := by
    induction n with
    | zero => simp
    | succ n ih =>
      rw [pow_succ (P * Q - G) (n + 1), ih, sub_mul, mul_sub, mul_sub, hk, hGPQ, hGG,
        sub_self, sub_zero, ← pow_succ]
  have h := norm_alternating hP' hQ' n
  rwa [hprod, hpow] at h
```

## Subspaces that admit orthogonal projection

`HasOrthogonalProjection` says that every vector has an orthogonal projection onto the subspace; in a Hilbert space this means that the subspace is closed. Without it there is no projector to iterate. `angleCos` is the one-cycle error norm with $G$ projecting onto $U\cap V$.

```lean
/-- The cosine of the angle between two subspaces, their intersection being removed. -/
def angleCos (U V : Submodule ℂ H) [U.HasOrthogonalProjection] [V.HasOrthogonalProjection]
    [(U ⊓ V).HasOrthogonalProjection] : ℝ :=
  ‖U.starProjection * V.starProjection - (U ⊓ V).starProjection‖
```

`IsLeast` says that `angleCos U V ^ (2 * n + 1)` bounds the error relative to $\|x\|$ for every start $x$, and that no smaller nonnegative constant does. The proof checks $PG=G$ and $QG=G$, then uses the operator norm as the least bound. Errors decay uniformly only if the cosine is below 1, which is not assumed.

```lean
/-- The smallest nonnegative constant bounding the error of `n + 1` cycles of alternating
projection, measured from the projection of the starting vector onto `U ⊓ V` and relative to the
norm of the starting vector, is the power `2 n + 1` of the cosine of the angle. -/
theorem worst_case_error (U V : Submodule ℂ H) [U.HasOrthogonalProjection]
    [V.HasOrthogonalProjection] [(U ⊓ V).HasOrthogonalProjection] (n : ℕ) :
    IsLeast {C : ℝ | 0 ≤ C ∧ ∀ x : H,
      ‖((U.starProjection * V.starProjection) ^ (n + 1)) x - (U ⊓ V).starProjection x‖
        ≤ C * ‖x‖} (angleCos U V ^ (2 * n + 1)) := by
  have hU : U.starProjection * (U ⊓ V).starProjection = (U ⊓ V).starProjection := by
    ext x
    exact Submodule.starProjection_eq_self_iff.mpr
      ((U ⊓ V).starProjection_apply_mem x).1
  have hV : V.starProjection * (U ⊓ V).starProjection = (U ⊓ V).starProjection := by
    ext x
    exact Submodule.starProjection_eq_self_iff.mpr
      ((U ⊓ V).starProjection_apply_mem x).2
  have h := norm_alternating_sub isStarProjection_starProjection
    isStarProjection_starProjection isStarProjection_starProjection hU hV n
  unfold angleCos
  rw [← h]
  exact ⟨⟨norm_nonneg _, fun x => ContinuousLinearMap.le_opNorm
      ((U.starProjection * V.starProjection) ^ (n + 1) - (U ⊓ V).starProjection) x⟩,
    fun C hC => ContinuousLinearMap.opNorm_le_bound _ hC.1 hC.2⟩
```

## Unit vectors, and two lines at 60°

For normalised states $u,v$, the projectors $|u\rangle\langle u|$ and $|v\rangle\langle v|$ have product $\langle u,v\rangle\,|u\rangle\langle v|$, of norm $|\langle u,v\rangle|$. Normalisation gives idempotency, since `ray w` squares to $\|w\|^2$ times itself.

```lean
/-- The operator `|u⟩⟨u|`. -/
def ray (u : H) : H →L[ℂ] H := (innerSL ℂ u).smulRight u

/-- For unit vectors `u` and `v`, the operators `|u⟩⟨u|` and `|v⟩⟨v|` are orthogonal
projectors whose product has norm `|⟨u, v⟩|`. -/
theorem norm_alternating_witness (u v : H) (hu : ‖u‖ = 1) (hv : ‖v‖ = 1) :
    IsStarProjection (ray u) ∧ IsStarProjection (ray v) ∧
      ‖ray u * ray v‖ = ‖⟪u, v⟫_ℂ‖ := by
  have hray : ∀ w x : H, ray w x = ⟪w, x⟫_ℂ • w := fun _ _ => rfl
  have proj : ∀ w : H, ‖w‖ = 1 → IsStarProjection (ray w) := by
    intro w hw
    have hww : ⟪w, w⟫_ℂ = 1 := by simp [inner_self_eq_norm_sq_to_K, hw]
    refine ⟨?_, ?_⟩
    · change ray w * ray w = ray w
      ext x
      change ray w (ray w x) = ray w x
      rw [hray w x, hray, inner_smul_right, hww, mul_one]
    · rw [ContinuousLinearMap.isSelfAdjoint_iff_isSymmetric]
      intro x y
      change ⟪ray w x, y⟫_ℂ = ⟪x, ray w y⟫_ℂ
      rw [hray, hray, inner_smul_left, inner_smul_right, inner_conj_symm, mul_comm]
  refine ⟨proj u hu, proj v hv, ?_⟩
  have e : ray u * ray v = ⟪u, v⟫_ℂ • (innerSL ℂ v).smulRight u := by
    ext x
    change ray u (ray v x) = ⟪u, v⟫_ℂ • (⟪v, x⟫_ℂ • u)
    rw [hray v x, hray, inner_smul_right, smul_smul, mul_comm]
  rw [e, norm_smul, ContinuousLinearMap.norm_smulRight_apply, innerSL_apply_norm, hu, hv,
    mul_one, mul_one]

end

end AlternatingProjections
```

At 60° in a plane, with $u,v$ chosen so that $\langle u,v\rangle=\tfrac12$, we have $c=\tfrac12$ and the lines share only zero. Directly, $(PQ)^2=\tfrac12\cdot\tfrac12\cdot\tfrac12\,|u\rangle\langle v|$, so the worst-case errors after one, two and three cycles are $\tfrac12,\tfrac18,\tfrac1{32}$.

```lean
#print axioms AlternatingProjections.norm_alternating_sub
-- 'AlternatingProjections.norm_alternating_sub' depends on axioms: [propext, Classical.choice, Quot.sound]
#print axioms AlternatingProjections.worst_case_error
-- 'AlternatingProjections.worst_case_error' depends on axioms: [propext, Classical.choice, Quot.sound]
```
